# Feenberg scaling removes the third-order energy when E₂ is neither 0 nor E₃

A third-order perturbation calculation ends with two numbers, E₂ and E₃. They can be added, or they can be combined into E₂²/(E₂ − E₃), which needs no further matrix elements. The second value is again a sum of second- and third-order energies for the same full Hamiltonian, but with every zeroth-order excitation energy divided by a common factor m. In electronic-structure work this means that the energy denominators of a nondegenerate reference are rescaled with one parameter, and that the perturbation is changed to compensate. The derivation below fixes m by the condition that the new third-order energy vanishes; it does not say that the new total is closer to the exact energy.

## The reference state and its energies

The states are vectors of a complex inner product space H, of finite or infinite dimension. The inner product ⟨x, y⟩ is conjugate-linear in x.

In Lean 4 with Mathlib:

```lean
import Mathlib

open scoped InnerProductSpace ComplexConjugate

namespace FeenbergScaling

noncomputable section

variable {H : Type*} [NormedAddCommGroup H] [InnerProductSpace ℂ H]
```

The operators H0 and V are symmetric linear maps defined on all of H, so the domains of unbounded Hamiltonians are not treated. The reference ψ0 satisfies

H0 ψ0 = E0 ψ0,

and nondegeneracy means that no nonzero vector orthogonal to ψ0 has the same eigenvalue. The reference need not be the ground state.

```lean
/-- Symmetric `H0` and `V`, with `H0 ψ0 = E0 ψ0` and no nonzero solution `φ` of `H0 φ = E0 φ`
orthogonal to `ψ0`. -/
structure IsReference (H0 V : H →ₗ[ℂ] H) (E0 : ℝ) (ψ0 : H) : Prop where
  symH : H0.IsSymmetric
  symV : V.IsSymmetric
  eig : H0 ψ0 = (E0 : ℂ) • ψ0
  nondeg : ∀ φ, H0 φ = (E0 : ℂ) • φ → ⟪ψ0, φ⟫_ℂ = 0 → φ = 0
```

For a unit vector ψ0 the first-order energy is

E₁ = ⟨ψ0, V ψ0⟩.

The theorems do not assume ‖ψ0‖ = 1, but the usual physical reading of all the energies does. Each energy is defined as a real part, so that it is a real number by type.

```lean
/-- First-order energy, the real part of `⟨ψ0, V ψ0⟩`. -/
def firstEnergy (V : H →ₗ[ℂ] H) (ψ0 : H) : ℝ := (⟪ψ0, V ψ0⟫_ℂ).re
```

With ψ1 the first-order correction to the state, the second-order energy is

E₂ = ⟨ψ0, V ψ1⟩.

```lean
/-- Second-order energy, the real part of `⟨ψ0, V ψ1⟩`. -/
def secondEnergy (V : H →ₗ[ℂ] H) (ψ0 ψ1 : H) : ℝ := (⟪ψ0, V ψ1⟫_ℂ).re
```

The same correction determines the third-order energy:

E₃ = ⟨ψ1, (V − E₁) ψ1⟩.

```lean
/-- Third-order energy, the real part of `⟨ψ1, (V - E1) ψ1⟩`. -/
def thirdEnergy (V : H →ₗ[ℂ] H) (ψ0 ψ1 : H) : ℝ :=
  (⟪ψ1, V ψ1 - (firstEnergy V ψ0 : ℂ) • ψ1⟫_ℂ).re
```

The correction itself, called the response, is fixed by the first-order equation and intermediate normalisation:

(H0 − E0) ψ1 = −(V − E₁) ψ0, ⟨ψ0, ψ1⟩ = 0.

The theorems take a solution ψ1 as given; they do not prove that one exists for every H0 and V.

```lean
/-- `ψ1` solves `(H0 - E0) ψ1 = -(V - E1) ψ0` and is orthogonal to `ψ0`. -/
structure IsResponse (H0 V : H →ₗ[ℂ] H) (E0 : ℝ) (ψ0 ψ1 : H) : Prop where
  eqn : H0 ψ1 - (E0 : ℂ) • ψ1 = -(V ψ0 - (firstEnergy V ψ0 : ℂ) • ψ0)
  orth : ⟪ψ0, ψ1⟫_ℂ = 0
```

## Moving part of H0 into the perturbation

For real m ≠ 0, of either sign, the scaled zeroth-order operator keeps the eigenvectors of H0 and divides all energies measured from E0 by m:

H₀' = E0 + (H0 − E0)/m.

```lean
/-- The scaled zeroth-order Hamiltonian `E0 + (H0 - E0) / m`, for `m ≠ 0`. -/
def scaledH0 (H0 : H →ₗ[ℂ] H) (E0 m : ℝ) : H →ₗ[ℂ] H :=
  (E0 : ℂ) • LinearMap.id + (m : ℂ)⁻¹ • (H0 - (E0 : ℂ) • LinearMap.id)
```

The full Hamiltonian stays fixed, so the perturbation takes up the difference:

V' = H0 + V − H₀'.

```lean
/-- The scaled perturbation, which keeps the full Hamiltonian `H0 + V` fixed, for `m ≠ 0`. -/
def scaledV (H0 V : H →ₗ[ℂ] H) (E0 m : ℝ) : H →ₗ[ℂ] H := H0 + V - scaledH0 H0 E0 m
```

In the code that follows, primed energies are computed with V' and a scaled response ψ1'. The first lemma writes out the action of H₀' on a vector:

H₀' φ = E0 φ + (1/m)(H0 − E0) φ.

```lean
section Scaling

variable {H0 V : H →ₗ[ℂ] H} {E0 m : ℝ} {ψ0 ψ1 ψ1' : H}

local notation "H₀'" => scaledH0 H0 E0 m
local notation "V'" => scaledV H0 V E0 m
local notation "E₂" => secondEnergy V ψ0 ψ1
local notation "E₃" => thirdEnergy V ψ0 ψ1
local notation "E₂'" => secondEnergy (scaledV H0 V E0 m) ψ0 ψ1'
local notation "E₃'" => thirdEnergy (scaledV H0 V E0 m) ψ0 ψ1'

lemma scaledH0_apply (φ : H) :
    H₀' φ = (E0 : ℂ) • φ + (m : ℂ)⁻¹ • (H0 φ - (E0 : ℂ) • φ) := by
  simp only [scaledH0, LinearMap.add_apply, LinearMap.smul_apply, LinearMap.sub_apply,
    LinearMap.id_apply]
```

Subtracting this from (H0 + V) φ gives

V' φ = V φ + (1 − 1/m)(H0 − E0) φ.

The tactic `module` does the comparison of vector coefficients.

```lean
lemma scaledV_apply (φ : H) :
    V' φ = V φ + (1 - (m : ℂ)⁻¹) • (H0 φ - (E0 : ℂ) • φ) := by
  simp only [scaledV, LinearMap.add_apply, LinearMap.sub_apply, scaledH0_apply]
  module
```

A symmetric operator A has real expectation values, because

⟨x, A x⟩ = ⟨A x, x⟩ = conj ⟨x, A x⟩.

```lean
lemma im_expectation {A : H →ₗ[ℂ] H} (hA : A.IsSymmetric) (x : H) :
    (⟪x, A x⟫_ℂ).im = 0 := by
  have h := inner_conj_symm (𝕜 := ℂ) x (A x)
  rw [hA x x] at h
  exact Complex.conj_eq_iff_im.mp h
```

Since (H0 − E0) ψ0 = 0, the extra term in V' does not act on the reference:

V' ψ0 = V ψ0.

```lean
variable (hR : IsReference H0 V E0 ψ0)
include hR

lemma scaledV_ref : V' ψ0 = V ψ0 := by
  rw [scaledV_apply, hR.eig, sub_self, smul_zero, add_zero]
```

The first-order energy is therefore unchanged:

E₁' = ⟨ψ0, V' ψ0⟩ = E₁.

```lean
lemma firstEnergy_scaled : firstEnergy V' ψ0 = firstEnergy V ψ0 := by
  unfold firstEnergy
  rw [scaledV_ref hR]
```

For the second order, insert m ψ1, which will turn out to be the scaled response. Symmetry of H0 gives ⟨ψ0, (H0 − E0) ψ1⟩ = ⟨(H0 − E0) ψ0, ψ1⟩ = 0, which is `h0` in the proof. Only the V term survives:

⟨ψ0, V' (m ψ1)⟩ = m ⟨ψ0, V ψ1⟩ = m E₂.

```lean
lemma secondEnergy_scaled : secondEnergy V' ψ0 ((m : ℂ) • ψ1) = m * E₂ := by
  have h0 : ⟪ψ0, H0 ψ1 - (E0 : ℂ) • ψ1⟫_ℂ = 0 := by
    rw [inner_sub_right, ← hR.symH ψ0 ψ1, hR.eig, inner_smul_left, inner_smul_right,
      Complex.conj_ofReal, sub_self]
  unfold secondEnergy
  rw [map_smul, scaledV_apply, inner_smul_right, inner_add_right, inner_smul_right, h0,
    mul_zero, add_zero, Complex.re_ofReal_mul]
```

## The response is multiplied by m

The third order needs the expectation value of H0 − E0 in ψ1. The first-order equation, orthogonality and the symmetry of V give

⟨ψ1, (H0 − E0) ψ1⟩ = −⟨ψ1, V ψ0⟩ + E₁ ⟨ψ1, ψ0⟩ = −⟨V ψ1, ψ0⟩ = −conj ⟨ψ0, V ψ1⟩.

```lean
variable (h : IsResponse H0 V E0 ψ0 ψ1)
include h

/-- The expectation value of `H0 - E0` in the response is minus the conjugate of
`⟨ψ0, V ψ1⟩`. -/
theorem response_expectation :
    ⟪ψ1, H0 ψ1 - (E0 : ℂ) • ψ1⟫_ℂ = -conj ⟪ψ0, V ψ1⟫_ℂ := by
  rw [h.eqn, inner_neg_right, inner_sub_right, inner_smul_right,
    inner_eq_zero_symm.mp h.orth, mul_zero, sub_zero, ← hR.symV ψ1 ψ0, inner_conj_symm]
```

The left side is real because H0 is symmetric, so ⟨ψ0, V ψ1⟩ is real too. The third-order element is real because V is symmetric and E₁ is real. Taking real parts in the definitions has thus discarded nothing:

Im ⟨ψ0, V ψ1⟩ = 0, Im ⟨ψ1, (V − E₁) ψ1⟩ = 0.

```lean
/-- The matrix elements that define the second- and third-order energies are real. -/
theorem energies_real : (⟪ψ0, V ψ1⟫_ℂ).im = 0 ∧
    (⟪ψ1, V ψ1 - (firstEnergy V ψ0 : ℂ) • ψ1⟫_ℂ).im = 0 := by
  have hs : (⟪ψ1, ψ1⟫_ℂ).im = 0 := Complex.conj_eq_iff_im.mp (inner_conj_symm ψ1 ψ1)
  constructor
  · have k := congrArg Complex.im (response_expectation hR h)
    rw [inner_sub_right, inner_smul_right, Complex.sub_im, Complex.im_ofReal_mul,
      im_expectation hR.symH, hs, Complex.neg_im, Complex.conj_im] at k
    linarith
  · rw [inner_sub_right, inner_smul_right, Complex.sub_im, Complex.im_ofReal_mul,
      im_expectation hR.symV, hs, mul_zero, sub_zero]
```

The vector m ψ1 solves the scaled first-order equation, since the two factors of m cancel:

(H₀' − E0)(m ψ1) = (H0 − E0) ψ1 = −(V − E₁) ψ0 = −(V' − E₁') ψ0.

It is also orthogonal to ψ0.

```lean
/-- For `m ≠ 0`, `m ψ1` is a first-order response of the scaled partitioning. -/
theorem response_scaled (hm : m ≠ 0) : IsResponse H₀' V' E0 ψ0 ((m : ℂ) • ψ1) := by
  have hc : (m : ℂ) ≠ 0 := Complex.ofReal_ne_zero.mpr hm
  refine ⟨?_, by rw [inner_smul_right, h.orth, mul_zero]⟩
  rw [scaledV_ref hR, firstEnergy_scaled hR, ← h.eqn, scaledH0_apply, map_smul]
  have e : (m : ℂ) • H0 ψ1 - (E0 : ℂ) • (m : ℂ) • ψ1
      = (m : ℂ) • (H0 ψ1 - (E0 : ℂ) • ψ1) := by module
  rw [e, inv_smul_smul₀ hc]
  module
```

It is the only solution. If ψ1' is any scaled response, multiplying its equation by m gives (H0 − E0) ψ1' = m (H0 − E0) ψ1, which is `e2` in the proof. Hence

(H0 − E0)(ψ1' − m ψ1) = 0, ⟨ψ0, ψ1' − m ψ1⟩ = 0,

and nondegeneracy makes the difference zero.

```lean
lemma response_unique (hm : m ≠ 0) (h' : IsResponse H₀' V' E0 ψ0 ψ1') :
    ψ1' = (m : ℂ) • ψ1 := by
  have hc : (m : ℂ) ≠ 0 := Complex.ofReal_ne_zero.mpr hm
  have e := h'.eqn
  rw [scaledV_ref hR, firstEnergy_scaled hR, ← h.eqn, scaledH0_apply,
    add_sub_cancel_left] at e
  have e2 : H0 ψ1' - (E0 : ℂ) • ψ1' = (m : ℂ) • (H0 ψ1 - (E0 : ℂ) • ψ1) := by
    rw [← e, smul_smul, mul_inv_cancel₀ hc, one_smul]
  -- the difference lies in the eigenspace of `E0` and is orthogonal to `ψ0`
  refine sub_eq_zero.mp (hR.nondeg _ ?_ ?_)
  · rw [map_sub, map_smul]
    linear_combination (norm := module) e2
  · rw [inner_sub_right, inner_smul_right, h'.orth, h.orth, mul_zero, sub_zero]
```

The third-order energy now follows from V' and the expectation value found above, whose real part is −E₂:

E₃' = m² E₃ + m² (1 − 1/m)(−E₂) = m² E₃ + m(1 − m) E₂.

In the proof, `hk` is that expectation value and `e` collects the vector V'(m ψ1) − E₁ m ψ1. The remaining rewrites take the real factors out of the inner product.

```lean
lemma thirdEnergy_scaled :
    thirdEnergy V' ψ0 ((m : ℂ) • ψ1) = m ^ 2 * E₃ + m * (1 - m) * E₂ := by
  have hk : (⟪ψ1, H0 ψ1 - (E0 : ℂ) • ψ1⟫_ℂ).re = -E₂ := by
    rw [response_expectation hR h, Complex.neg_re, Complex.conj_re, secondEnergy]
  have e : V' ((m : ℂ) • ψ1) - (firstEnergy V ψ0 : ℂ) • (m : ℂ) • ψ1 =
      (m : ℂ) • ((V ψ1 - (firstEnergy V ψ0 : ℂ) • ψ1) +
        ((1 - m⁻¹ : ℝ) : ℂ) • (H0 ψ1 - (E0 : ℂ) • ψ1)) := by
    rw [map_smul, scaledV_apply]
    push_cast
    module
  have hmm : m * m * m⁻¹ = m := mul_self_mul_inv m
  unfold thirdEnergy
  rw [firstEnergy_scaled hR, e, inner_smul_left, inner_smul_right, inner_add_right,
    inner_smul_right, Complex.conj_ofReal, Complex.re_ofReal_mul, Complex.re_ofReal_mul,
    Complex.add_re, Complex.re_ofReal_mul, hk]
  linear_combination E₂ * hmm
```

## Choosing m so that the third order vanishes

The last formula factorises:

E₃' = m [E₂ − m(E₂ − E₃)].

If E₂ ≠ E₃, the bracket vanishes at m = E₂/(E₂ − E₃), and E₂ ≠ 0 ensures that this m is allowed. The total is then the second-order energy alone:

E₂' + E₃' = m E₂ = E₂²/(E₂ − E₃).

The theorem `feenberg_optimal` states this for every scaled response ψ1'. In its proof, `md` is the equation m(E₂ − E₃) = E₂. The vanishing of E₃' is a multiple of it, and so is the formula for the total once its denominator is cleared.

```lean
/-- If `E2` is neither `0` nor `E3`, the scaling `m = E2 / (E2 - E3)` makes the third-order energy
vanish, and the scaled second- and third-order energies then add up to `E2² / (E2 - E3)`. -/
theorem feenberg_optimal (h2 : E₂ ≠ 0) (h23 : E₂ ≠ E₃) (hm : m = E₂ / (E₂ - E₃))
    (h' : IsResponse H₀' V' E0 ψ0 ψ1') :
    E₃' = 0 ∧ E₂' + E₃' = E₂ ^ 2 / (E₂ - E₃) := by
  have hd := sub_ne_zero.mpr h23
  have hm0 : m ≠ 0 := by
    rw [hm]
    exact div_ne_zero h2 hd
  have md := (eq_div_iff hd).mp hm
  have t : E₃' = 0 := by
    rw [response_unique hR h hm0 h', thirdEnergy_scaled hR h]
    linear_combination (-m) * md
  refine ⟨t, ?_⟩
  rw [t, add_zero, response_unique hR h hm0 h', secondEnergy_scaled hR, eq_div_iff hd]
  linear_combination E₂ * md
```

For an arbitrary nonzero m, adding the second- and third-order results gives

E₂' + E₃' = m E₂ + m² E₃ + m(1 − m) E₂ = m(2 − m) E₂ + m² E₃.

The theorem `feenberg_scaling` records this together with ψ1' = m ψ1, and needs no condition on E₂ or E₃.

```lean
variable (hm : m ≠ 0)
  (h' : IsResponse (scaledH0 H0 E0 m) (scaledV H0 V E0 m) E0 ψ0 ψ1')
include hm h'

/-- Feenberg scaling: the scaled response is `m ψ1`, and the second- and third-order energies
add up to `m (2 - m) E2 + m² E3`. -/
theorem feenberg_scaling :
    ψ1' = (m : ℂ) • ψ1 ∧ E₂' + E₃' = m * (2 - m) * E₂ + m ^ 2 * E₃ := by
  have e := response_unique hR h hm h'
  refine ⟨e, ?_⟩
  rw [e, secondEnergy_scaled hR, thirdEnergy_scaled hR h]
  ring
```

Conversely, suppose E₃' = 0 with m ≠ 0 and E₂ ≠ E₃. Cancelling the factor m, which is the step `mul_left_cancel₀`, leaves

m(E₂ − E₃) = E₂,

so no other nonzero scaling removes the third order.

```lean
/-- Conversely, if `E2 ≠ E3`, a nonzero scaling that makes the third-order energy vanish
equals `E2 / (E2 - E3)`. -/
theorem feenberg_optimal_unique (h23 : E₂ ≠ E₃) (t : E₃' = 0) : m = E₂ / (E₂ - E₃) := by
  rw [response_unique hR h hm h', thirdEnergy_scaled hR h] at t
  rw [eq_div_iff (sub_ne_zero.mpr h23)]
  apply mul_left_cancel₀ hm
  linear_combination -t
```

Completing the square in the total shows how it depends on m:

E₂' + E₃' = E₂²/(E₂ − E₃) − (E₂ − E₃)(m − E₂/(E₂ − E₃))².

As a function of m, the right side has its minimum at E₂/(E₂ − E₃) when E₂ < E₃, and its maximum there when E₂ > E₃. The proof inserts the total from `feenberg_scaling`, clears denominators with `field_simp` and finishes with `ring`.

```lean
/-- If `E2 ≠ E3`, the sum of the scaled second- and third-order energies at any nonzero `m` differs
from `E2² / (E2 - E3)` by `-(E2 - E3)` times the squared distance of `m` from `E2 / (E2 - E3)`. -/
theorem feenberg_deviation (h23 : E₂ ≠ E₃) :
    E₂' + E₃' = E₂ ^ 2 / (E₂ - E₃) - (E₂ - E₃) * (m - E₂ / (E₂ - E₃)) ^ 2 := by
  have hd := sub_ne_zero.mpr h23
  rw [(feenberg_scaling hR h hm h').2]
  field_simp
  ring

end Scaling
```

## A two-level model with E₂ = −1 and E₃ = 1

A small example satisfies all the assumptions. With components numbered 0 and 1, the zeroth-order operator acts as

H0 (x₀, x₁) = (0, x₁).

```lean
/-- Two-level zeroth-order Hamiltonian with diagonal entries `0` and `1`. -/
def toyH0 : EuclideanSpace ℂ (Fin 2) →ₗ[ℂ] EuclideanSpace ℂ (Fin 2) where
  toFun x := !₂[0, x 1]
  map_add' x y := by ext i; fin_cases i <;> simp
  map_smul' c x := by ext i; fin_cases i <;> simp
```

The perturbation couples the two levels and shifts the upper one:

V (x₀, x₁) = (x₁, x₀ + x₁).

```lean
/-- Two-level perturbation with coupling `1` and diagonal entries `0` and `1`. -/
def toyV : EuclideanSpace ℂ (Fin 2) →ₗ[ℂ] EuclideanSpace ℂ (Fin 2) where
  toFun x := !₂[x 1, x 0 + x 1]
  map_add' x y := by
    ext i
    fin_cases i
    · simp
    · simp [add_add_add_comm]
  map_smul' c x := by ext i; fin_cases i <;> simp [mul_add]
```

Take ψ0 = (1, 0) and E0 = 0. Then E₁ = 0, and the first-order equation H0 ψ1 = −(0, 1) together with ⟨ψ0, ψ1⟩ = 0 gives ψ1 = (0, −1). From V ψ1 = (−1, −1) one reads off

E₂ = −1, E₃ = 1.

The proof checks the symmetry of both operators, the eigenvalue equation, nondegeneracy, the response conditions and the two energies, mostly by evaluating components.

```lean
/-- The two-level model meets the hypotheses, with `E2 = -1` and `E3 = 1`. -/
theorem feenberg_witness :
    IsReference toyH0 toyV 0 !₂[1, 0] ∧ IsResponse toyH0 toyV 0 !₂[1, 0] !₂[0, -1] ∧
      secondEnergy toyV !₂[1, 0] !₂[0, -1] = -1 ∧
      thirdEnergy toyV !₂[1, 0] !₂[0, -1] = 1 := by
  refine ⟨⟨?_, ?_, ?_, ?_⟩, ⟨?_, ?_⟩, ?_, ?_⟩
  · intro x y
    simp [toyH0, PiLp.inner_apply, Fin.sum_univ_two]
  · intro x y
    simp only [toyV, LinearMap.coe_mk, AddHom.coe_mk, PiLp.inner_apply, Fin.sum_univ_two,
      RCLike.inner_apply, Matrix.cons_val_zero, Matrix.cons_val_one, map_add]
    ring
  · ext i
    fin_cases i <;> simp [toyH0]
  · intro φ h1 h2
    have a := congrArg (fun v : EuclideanSpace ℂ (Fin 2) => v 1) h1
    ext i
    fin_cases i
    · simpa [PiLp.inner_apply, Fin.sum_univ_two] using h2
    · simpa [toyH0] using a
  · ext i
    fin_cases i <;> simp [toyH0, toyV, firstEnergy, PiLp.inner_apply, Fin.sum_univ_two]
  · simp [PiLp.inner_apply, Fin.sum_univ_two]
  · simp [secondEnergy, toyV, PiLp.inner_apply, Fin.sum_univ_two]
  · simp [thirdEnergy, firstEnergy, toyV, PiLp.inner_apply, Fin.sum_univ_two]

end

end FeenbergScaling
```

Here the scaling is m = 1/2. The unscaled sum E₂ + E₃ is 0 and the scaled total is −1/2, while diagonalising H0 + V gives the lower eigenvalue 1 − √2 ≈ −0.414. The scaled total lies below it, so it is not in general an upper bound to the ground-state energy.

```lean
#print axioms FeenbergScaling.feenberg_optimal
#print axioms FeenbergScaling.feenberg_scaling
#print axioms FeenbergScaling.feenberg_optimal_unique
#print axioms FeenbergScaling.feenberg_deviation
```

```
'FeenbergScaling.feenberg_optimal' depends on axioms: [propext, Classical.choice, Quot.sound]
'FeenbergScaling.feenberg_scaling' depends on axioms: [propext, Classical.choice, Quot.sound]
'FeenbergScaling.feenberg_optimal_unique' depends on axioms: [propext, Classical.choice, Quot.sound]
'FeenbergScaling.feenberg_deviation' depends on axioms: [propext, Classical.choice, Quot.sound]
```
